# The Born series of an n-level one-way cascade has at most n terms

## Levels that feed only one way

Suppose that a coupling $V$ passes amplitude from level $j$ to level $i$ only when $i<j$, and never back. The Green's matrix $(z-H_0-V)^{-1}$ can be expanded in powers of $V$, and for a general coupling that expansion converges only if $V$ is weak enough. Here amplitude runs out of levels after finitely many scatterings, so a strong coupling should do no harm.

Such a $V$ is not Hermitian unless it is zero. The result therefore concerns effective Hamiltonians with one-way coupling between finitely many levels: for these, perturbation theory for the resolvent is exact at order $n-1$.

## The statement

Number the levels $0,\dots,n-1$. Let $H_0$ be diagonal with energies $\varepsilon_i$, let $V_{ij}=0$ whenever $j\le i$, and let $z\ne\varepsilon_i$ for all $i$. With $G_0=(z-H_0)^{-1}$, the matrix $z-H_0-V$ is invertible and

$$(z-H_0-V)^{-1}=\sum_{k=0}^{n-1}(G_0V)^kG_0 .$$

In Lean this is `born_series_terminates`. The condition on $V$ is `IsCascade V`, $G_0$ is `freeGreen ε z`, and $z-H_0-V$ is `energyMinusH ε V z`. The conclusion `IsUnit` says that a two-sided inverse exists, so `⁻¹` is the true inverse.

The hypothesis `hz` keeps $z$ off the bare energies, where $G_0$ has its poles. Energies may be complex, as for decaying levels, and may coincide. $H_0$ must be diagonal in the same ordered basis in which $V$ is strictly upper triangular; couplings with feedback are not covered.

## Counting levels

Write $A=G_0V$, so $A_{ij}=V_{ij}/(z-\varepsilon_i)$. First, $(A^k)_{ij}=0$ whenever $j<i+k$. For $k=0$ this is an off-diagonal entry of the identity. For the next order, let $j<i+k+1$ in

$$(A^{k+1})_{ij}=\sum_l (A^k)_{il}A_{lj}.$$

If $l<i+k$, the first factor vanishes by induction. Otherwise $j\le i+k\le l$, so $V_{lj}=0$. Since $j<n\le i+n$ always holds, $A^n=0$.

Next, $G_0(z-H_0)=1$ gives $G_0(z-H_0-V)=1-A$. Hence

$$\Big(\sum_{k<n}A^kG_0\Big)(z-H_0-V)=\sum_{k<n}A^k(1-A)=1-A^n=1 .$$

For square matrices a left inverse is the inverse.

## Poles and the orders that contribute

The matrix $z-H_0-V$ is upper triangular with diagonal entries $z-\varepsilon_i$, so its determinant is $\prod_i(z-\varepsilon_i)$. It is invertible exactly when $z$ avoids every bare energy: the coupling moves no pole.

Since $(A^kG_0)_{ij}=(A^k)_{ij}/(z-\varepsilon_j)$, the Green's matrix element with $j=i+m$ receives only orders $k\le m$.

If all neighbouring levels are coupled, the entry of order $k$ with $j=i+k$ has a single path:

$$(A^kG_0)_{i,i+k}=\Big(\prod_{r=0}^{k-1}\frac{V_{i+r,i+r+1}}{z-\varepsilon_{i+r}}\Big)\frac1{z-\varepsilon_{i+k}}\neq0 .$$

For $n\ge1$, taking $i=0$ and $k=n-1$ shows that the last term of the series is then nonzero.

## The Lean development

```lean
import Mathlib

open Matrix

namespace CascadeBornSeries

noncomputable section

variable {n : ℕ}

/-- Cascade coupling: the matrix `V` is strictly upper triangular, so `V i j` can be nonzero
only when level `j` lies strictly after level `i`. -/
def IsCascade (V : Matrix (Fin n) (Fin n) ℂ) : Prop :=
  ∀ i j, j ≤ i → V i j = 0

/-- The free Green's matrix `G0 = (z - H0)⁻¹` of the diagonal Hamiltonian with energies `ε`,
for `z` different from every `ε i`. -/
def freeGreen (ε : Fin n → ℂ) (z : ℂ) : Matrix (Fin n) (Fin n) ℂ :=
  diagonal fun i => (z - ε i)⁻¹

/-- The matrix `z - H0 - V`, with `H0` diagonal with energies `ε`. -/
def energyMinusH (ε : Fin n → ℂ) (V : Matrix (Fin n) (Fin n) ℂ) (z : ℂ) :
    Matrix (Fin n) (Fin n) ℂ :=
  z • (1 : Matrix (Fin n) (Fin n) ℂ) - diagonal ε - V

/-- The free Green's matrix inverts `z - H0` when `z` is none of the bare energies. -/
theorem freeGreen_mul {ε : Fin n → ℂ} {z : ℂ} (hz : ∀ i, z ≠ ε i) :
    freeGreen ε z * (z • (1 : Matrix (Fin n) (Fin n) ℂ) - diagonal ε) = 1 := by
  have h : z • (1 : Matrix (Fin n) (Fin n) ℂ) - diagonal ε = diagonal fun i => z - ε i := by
    ext i j
    by_cases hij : i = j
    · subst hij
      simp
    · simp [hij]
  rw [h, freeGreen, Matrix.diagonal_mul_diagonal, ← Matrix.diagonal_one]
  congr 1
  funext i
  exact inv_mul_cancel₀ (sub_ne_zero.mpr (hz i))

/-- For a cascade coupling, `k` scatterings lower the level index by at least `k`: the entry of `(G0
V)^k` between levels `i` and `j` vanishes when `j < i + k`. -/
theorem scattering_entry_eq_zero {V : Matrix (Fin n) (Fin n) ℂ} (hV : IsCascade V)
    (ε : Fin n → ℂ) (z : ℂ) (k : ℕ) (i j : Fin n) (h : (j : ℕ) < i + k) :
    ((freeGreen ε z * V) ^ k) i j = 0 := by
  induction k generalizing j with
  | zero =>
    have hij : i ≠ j := by
      intro e
      subst e
      omega
    rw [pow_zero, Matrix.one_apply_ne hij]
  | succ k ih =>
    rw [pow_succ, Matrix.mul_apply]
    refine Finset.sum_eq_zero fun l _ => ?_
    by_cases hl : (l : ℕ) < i + k
    · rw [ih l hl, zero_mul]
    · -- the factor `V l j` would have to pass amplitude from `j` to a level that is not earlier
      have hjl : j ≤ l := Fin.le_def.mpr (by omega)
      rw [freeGreen, Matrix.diagonal_mul, hV l j hjl, mul_zero, mul_zero]

/-- In a cascade of `n` levels, `n` successive scatterings are impossible: `(G0 V)^n = 0`. -/
theorem scattering_pow_eq_zero {V : Matrix (Fin n) (Fin n) ℂ} (hV : IsCascade V)
    (ε : Fin n → ℂ) (z : ℂ) : (freeGreen ε z * V) ^ n = 0 := by
  ext i j
  have hj := j.isLt
  exact scattering_entry_eq_zero hV ε z n i j (by omega)

/-- The Born series of a cascade terminates: if `z` is none of the bare energies, `z - H0 - V`
is invertible and its inverse is the sum of `(G0 V)^k G0` over `k < n`, whatever the size
of `V`. -/
theorem born_series_terminates {ε : Fin n → ℂ} {V : Matrix (Fin n) (Fin n) ℂ} {z : ℂ}
    (hV : IsCascade V) (hz : ∀ i, z ≠ ε i) :
    IsUnit (energyMinusH ε V z) ∧
      (energyMinusH ε V z)⁻¹ =
        ∑ k ∈ Finset.range n, (freeGreen ε z * V) ^ k * freeGreen ε z := by
  have key : freeGreen ε z * energyMinusH ε V z = 1 - freeGreen ε z * V := by
    rw [energyMinusH, Matrix.mul_sub, freeGreen_mul hz]
  -- the finite geometric sum is a left inverse, because `(G0 V)^n = 0`
  have h : (∑ k ∈ Finset.range n, (freeGreen ε z * V) ^ k * freeGreen ε z) *
      energyMinusH ε V z = 1 := by
    rw [← Finset.sum_mul, Matrix.mul_assoc, key, geom_sum_mul_neg,
      scattering_pow_eq_zero hV, sub_zero]
  exact ⟨⟨⟨_, _, mul_eq_one_comm.mp h, h⟩, rfl⟩, Matrix.inv_eq_left_inv h⟩

/-- The determinant of `z - H0 - V` for a cascade coupling is the product of the `z - ε i`. -/
theorem det_energyMinusH {V : Matrix (Fin n) (Fin n) ℂ} (hV : IsCascade V)
    (ε : Fin n → ℂ) (z : ℂ) : (energyMinusH ε V z).det = ∏ i, (z - ε i) := by
  have ht : (energyMinusH ε V z).BlockTriangular id := by
    intro i j hij
    have h' : j < i := hij
    simp [energyMinusH, hV i j h'.le, Matrix.one_apply_ne h'.ne',
      Matrix.diagonal_apply_ne _ h'.ne']
  rw [Matrix.det_of_isUpperTriangular ht]
  refine Finset.prod_congr rfl fun i _ => ?_
  simp [energyMinusH, hV i i le_rfl]

/-- For a cascade coupling, `z - H0 - V` is invertible exactly when `z` is none of the bare
energies. -/
theorem isUnit_energyMinusH_iff {V : Matrix (Fin n) (Fin n) ℂ} (hV : IsCascade V)
    (ε : Fin n → ℂ) (z : ℂ) : IsUnit (energyMinusH ε V z) ↔ ∀ i, z ≠ ε i := by
  rw [Matrix.isUnit_iff_isUnit_det, det_energyMinusH hV, isUnit_iff_ne_zero,
    Finset.prod_ne_zero_iff]
  simp [sub_eq_zero]

/-- For a cascade coupling and `z` none of the bare energies, the full Green's matrix element
between levels `i` and `j = i + m` is the sum of the Born terms of orders `0` to `m`. -/
theorem green_entry {ε : Fin n → ℂ} {V : Matrix (Fin n) (Fin n) ℂ} {z : ℂ}
    (hV : IsCascade V) (hz : ∀ i, z ≠ ε i) (i j : Fin n) (m : ℕ) (hm : (j : ℕ) = i + m) :
    (energyMinusH ε V z)⁻¹ i j =
      ∑ k ∈ Finset.range (m + 1), ((freeGreen ε z * V) ^ k * freeGreen ε z) i j := by
  have hj := j.isLt
  rw [(born_series_terminates hV hz).2, Matrix.sum_apply]
  symm
  apply Finset.sum_subset
  · intro k hk
    rw [Finset.mem_range] at hk ⊢
    omega
  · -- starting from level `j`, more than `m` scatterings overshoot level `i`
    intro k _ hk
    rw [Finset.mem_range] at hk
    have h0 := scattering_entry_eq_zero hV ε z k i j (by omega)
    rw [freeGreen, Matrix.mul_diagonal, ← freeGreen, h0, zero_mul]

/-- If all neighbouring levels of the cascade are coupled and `z` is none of the bare energies, the
Born term of order `k` has a nonzero entry between any two levels `i` and `j = i + k`. -/
theorem born_term_ne_zero {ε : Fin n → ℂ} {V : Matrix (Fin n) (Fin n) ℂ} {z : ℂ}
    (hV : IsCascade V) (hz : ∀ i, z ≠ ε i)
    (hc : ∀ i j : Fin n, (j : ℕ) = i + 1 → V i j ≠ 0)
    (k : ℕ) (i j : Fin n) (h : (j : ℕ) = i + k) :
    ((freeGreen ε z * V) ^ k * freeGreen ε z) i j ≠ 0 := by
  have hg : ∀ l, (z - ε l)⁻¹ ≠ 0 := fun l => inv_ne_zero (sub_ne_zero.mpr (hz l))
  have hp : ((freeGreen ε z * V) ^ k) i j ≠ 0 := by
    induction k generalizing j with
    | zero =>
      have hij : i = j := Fin.ext (by omega)
      subst hij
      simp
    | succ k ih =>
      have hj := j.isLt
      -- only the path through the level just before `j` contributes
      let l : Fin n := ⟨i + k, by omega⟩
      have hl : (l : ℕ) = i + k := rfl
      have hs : ((freeGreen ε z * V) ^ (k + 1)) i j =
          ((freeGreen ε z * V) ^ k) i l * (freeGreen ε z * V) l j := by
        rw [pow_succ, Matrix.mul_apply]
        refine Finset.sum_eq_single l (fun b _ hb => ?_)
          (fun hn => absurd (Finset.mem_univ l) hn)
        have hb' : (b : ℕ) ≠ l := fun e => hb (Fin.ext e)
        by_cases hlt : (b : ℕ) < i + k
        · rw [scattering_entry_eq_zero hV ε z k i b hlt, zero_mul]
        · have hjb : j ≤ b := Fin.le_def.mpr (by omega)
          rw [freeGreen, Matrix.diagonal_mul, hV b j hjb, mul_zero, mul_zero]
      rw [hs]
      refine mul_ne_zero (ih l hl) ?_
      rw [freeGreen, Matrix.diagonal_mul]
      exact mul_ne_zero (hg l) (hc l j (by omega))
  have he : ((freeGreen ε z * V) ^ k * freeGreen ε z) i j =
      ((freeGreen ε z * V) ^ k) i j * (z - ε j)⁻¹ :=
    Matrix.mul_diagonal _ _ _ _
  rw [he]
  exact mul_ne_zero hp (hg j)

end

end CascadeBornSeries
```

```lean
#print axioms CascadeBornSeries.born_series_terminates
-- 'CascadeBornSeries.born_series_terminates' depends on axioms: [propext, Classical.choice, Quot.sound]
#print axioms CascadeBornSeries.isUnit_energyMinusH_iff
-- 'CascadeBornSeries.isUnit_energyMinusH_iff' depends on axioms: [propext, Classical.choice, Quot.sound]
#print axioms CascadeBornSeries.green_entry
-- 'CascadeBornSeries.green_entry' depends on axioms: [propext, Classical.choice, Quot.sound]
#print axioms CascadeBornSeries.born_term_ne_zero
-- 'CascadeBornSeries.born_term_ne_zero' depends on axioms: [propext, Classical.choice, Quot.sound]
```

## How the proof follows the algebra

`freeGreen_mul` checks $G_0(z-H_0)=1$ on the diagonal. `scattering_entry_eq_zero` is the level count; its induction is `generalizing j` because the hypothesis is applied at the intermediate level `l`. Setting $k=n$ gives `scattering_pow_eq_zero`.

The main theorem turns on `geom_sum_mul_neg`, the identity $(\sum_{k<n}x^k)(1-x)=1-x^n$. It holds in any ring, commutative or not, because only powers of one element occur. It involves no norm and no limit, and the remainder $x^n$ vanishes for $x=G_0V$ whatever the size of $V$, so no bound on $V$ enters. `mul_eq_one_comm` then turns the left inverse into a two-sided one.

`det_energyMinusH` uses triangularity, and `isUnit_energyMinusH_iff` reads off when the product is nonzero. In `green_entry`, `Finset.sum_subset` discards the orders above `m`. In `born_term_ne_zero`, `Finset.sum_eq_single` isolates the path through the level just before `j`.

## Solving for a response vector

To solve $(z-H_0-V)x=b$ in code, start from $x=0$ and repeat $x\leftarrow G_0(b+Vx)$. After $n$ updates $x$ is the truncated series applied to $b$, which is the solution in exact arithmetic. This is Jacobi iteration. Back substitution reaches the same vector in one sweep, from the last level to the first:

$$x_i=\frac{b_i+\sum_{j>i}V_{ij}x_j}{z-\varepsilon_i}.$$
